# For occupations between 0 and 1, $X^2$ lowers the trace and $2X-X^2$ raises it, unless $X$ is idempotent

A system of non-interacting electrons at zero temperature, with an energy gap between the filled and the empty orbitals, has a density matrix that projects onto the occupied orbitals, so its eigenvalues, the occupations, are 0 or 1. Purification starts from a trial matrix $X$ with fractional occupations and drives them towards these two values by repeated matrix multiplication. The trace of $X$ counts the electrons, and it should end at a target $N$. The SP2 method chooses at each step between the polynomials $X^2$ and $2X-X^2$. Which way does each one move the electron count, and when does it leave the count unchanged?

For a single occupation $\lambda\in[0,1]$ we have $\lambda^2\le\lambda\le 2\lambda-\lambda^2$, with equality in either place only at 0 or 1. Summing over the eigenvalues suggests the matrix result. The proof below reaches it without diagonalising $X$.

## The trial matrix and the SP2 step

```lean
import Mathlib

open Matrix

namespace SP2Purification

noncomputable section

variable {n : Type*} [Fintype n] [DecidableEq n]
```

The finite type `n` labels the basis functions, taken to be orthonormal. A matrix $X$ has type `Matrix n n ℝ`: its entries are real and its indices run over `n`.

```lean
/-- A trial density matrix with occupations between zero and one: the real symmetric matrix `X`
and its complement `1 - X` are both positive semidefinite. -/
structure OccupationBounded (X : Matrix n n ℝ) : Prop where
  nonneg : X.PosSemidef
  le_one : (1 - X).PosSemidef
```

`OccupationBounded X` is a statement about $X$ with two parts: $X$ and $1-X$ are positive semidefinite, where `1` is the identity matrix. In Mathlib, `PosSemidef` includes being Hermitian, which for real matrices means symmetric. The two conditions therefore place every eigenvalue in $[0,1]$. This is the Pauli principle for occupations counted per spin orbital.

```lean
/-- The SP2 polynomial `X²`. -/
def contract (X : Matrix n n ℝ) : Matrix n n ℝ := X * X
```

This is $X^2$, with `*` the matrix product.

```lean
/-- The SP2 polynomial `2X - X²`. -/
def expand (X : Matrix n n ℝ) : Matrix n n ℝ := (2 : ℝ) • X - X * X
```

This is $2X-X^2$. The symbol `•` multiplies a matrix by a number.

```lean
/-- The trace-correcting SP2 step for a target electron number `N`: take `X²` if the trace
exceeds `N`, and `2X - X²` otherwise. -/
def sp2Step (N : ℝ) (X : Matrix n n ℝ) : Matrix n n ℝ :=
  if N < X.trace then contract X else expand X
```

If $\operatorname{tr}X>N$, the step takes $X^2$; otherwise, including when $\operatorname{tr}X=N$, it takes $2X-X^2$. The target `N` may be any real number.

## The idempotency defect is positive semidefinite

```lean
/-- For occupations between zero and one, the idempotency defect `X - X²` is positive
semidefinite. -/
theorem defect_posSemidef {X : Matrix n n ℝ} (h : OccupationBounded X) :
    (X - X * X).PosSemidef := by
  have h1 := h.le_one.conjTranspose_mul_mul_same X
  rw [h.nonneg.isHermitian.eq] at h1
  have h2 := h.nonneg.conjTranspose_mul_mul_same (1 - X)
  rw [h.le_one.isHermitian.eq] at h2
  -- split the defect into two manifestly positive pieces
  have e : X - X * X = X * (1 - X) * X + (1 - X) * X * (1 - X) := by noncomm_ring
  rw [e]
  exact h1.add h2
```

The defect $D=X-X^2$ measures how far $X$ is from a projector. Expanding the products gives
$$X(1-X)X=X^2-X^3,\qquad (1-X)X(1-X)=X-2X^2+X^3,$$
and the sum is $D$. Each term has the form $B^{T}AB$ with $A$ positive semidefinite and $B$ symmetric, so each is positive semidefinite, and so is $D$.

In Lean, `h1` and `h2` are the two positive terms, `noncomm_ring` checks the identity `e`, and `h1.add h2` adds them.

It would be wrong to argue that $D=X(1-X)$ is positive semidefinite merely because both factors are. A product of two positive semidefinite matrices need not even be symmetric. Here the factors commute, which would save the argument, but that has to be used.

```lean
/-- A real positive semidefinite matrix with zero trace is the zero matrix. -/
theorem eq_zero_of_trace_eq_zero {A : Matrix n n ℝ} (hA : A.PosSemidef)
    (ht : A.trace = 0) : A = 0 := by
  have q : ∀ x : n → ℝ, 0 ≤ x ⬝ᵥ A *ᵥ x := by
    intro x
    have hx := hA.dotProduct_mulVec_nonneg x
    rwa [star_trivial] at hx
  -- the diagonal entries are nonnegative and sum to zero
  have hd : ∀ i, 0 ≤ A i i := by
    intro i
    have hi := q (Pi.single i 1)
    simpa using hi
  have ht' : ∑ i, A i i = 0 := ht
  have hz : ∀ i, A i i = 0 := fun i =>
    (Finset.sum_eq_zero_iff_of_nonneg (fun i _ => hd i)).1 ht' i (Finset.mem_univ i)
  -- the quadratic form on `eᵢ ± eⱼ` controls the off-diagonal entries
  ext i j
  have hs : A j i = A i j := by
    have hij := hA.isHermitian.apply i j
    rwa [star_trivial] at hij
  have hp := q (Pi.single i 1 + Pi.single j 1)
  have hm := q (Pi.single i 1 - Pi.single j 1)
  simp [Matrix.mulVec_add, add_dotProduct, dotProduct_add, hz] at hp
  simp [Matrix.mulVec_sub, sub_dotProduct, dotProduct_sub, hz] at hm
  rw [Matrix.zero_apply]
  linarith
```

Let $A$ be positive semidefinite with $\operatorname{tr}A=0$, and let $e_i$ be the unit vectors. Each diagonal entry $A_{ii}=e_i^TAe_i$ is nonnegative, and they sum to zero, so all of them vanish. For the other entries, symmetry gives
$$0\le(e_i\pm e_j)^TA(e_i\pm e_j)=A_{ii}+A_{jj}\pm2A_{ij}=\pm2A_{ij},$$
hence $A_{ij}=0$.

The quadratic form is `q`, the vanishing diagonal is `hz`, and `Pi.single i 1` is $e_i$. The two signs are `hp` and `hm`, which `linarith` combines.

## The trace inequalities and their equality cases

```lean
/-- For a symmetric matrix with occupations between zero and one, `tr X² ≤ tr X ≤ tr (2X - X²)`,
and equality holds in either inequality if and only if `X` is idempotent. -/
theorem trace_bounds {X : Matrix n n ℝ} (h : OccupationBounded X) :
    ((contract X).trace ≤ X.trace ∧ X.trace ≤ (expand X).trace) ∧
    ((contract X).trace = X.trace ↔ X * X = X) ∧
    (X.trace = (expand X).trace ↔ X * X = X) := by
  have hD := defect_posSemidef h
  have h0 : 0 ≤ (X - X * X).trace := hD.trace_nonneg
  have hT : (X - X * X).trace = X.trace - (X * X).trace := Matrix.trace_sub _ _
  have hE : (expand X).trace = 2 * X.trace - (X * X).trace := by
    rw [expand, Matrix.trace_sub, Matrix.trace_smul, smul_eq_mul]
  -- a vanishing trace of the defect forces idempotency
  have key : (X * X).trace = X.trace → X * X = X := by
    intro ht
    have hzero := eq_zero_of_trace_eq_zero hD (by rw [hT, ht, sub_self])
    exact (sub_eq_zero.1 hzero).symm
  rw [hE, contract]
  refine ⟨⟨by linarith, by linarith⟩, ⟨key, fun hX => by rw [hX]⟩, ?_, ?_⟩
  · intro ht
    exact key (by linarith)
  · intro hX
    rw [hX]
    ring
```

The statement has three parts: the two inequalities $\operatorname{tr}X^2\le\operatorname{tr}X\le\operatorname{tr}(2X-X^2)$, then one equivalence with $X^2=X$ for equality in each. By linearity of the trace,
$$\operatorname{tr}X-\operatorname{tr}X^2=\operatorname{tr}D=\operatorname{tr}(2X-X^2)-\operatorname{tr}X.$$
Since $D$ is positive semidefinite, $\operatorname{tr}D\ge0$, which gives both inequalities. Equality in either one means $\operatorname{tr}D=0$, so $D=0$ by the previous theorem, and $X^2=X$. Conversely, if $X^2=X$, then $D=0$ and all three traces agree.

The step from equal traces to idempotency is `key`. It serves both equivalences, because `linarith` turns the second equality into the first.

## Repeated steps keep the occupations physical

```lean
/-- The polynomial `X²` keeps occupations between zero and one. -/
theorem contract_bounded {X : Matrix n n ℝ} (h : OccupationBounded X) :
    OccupationBounded (contract X) := by
  constructor
  · have hX := Matrix.posSemidef_conjTranspose_mul_self X
    rwa [h.nonneg.isHermitian.eq] at hX
  · have e : 1 - contract X = (1 - X) + (X - X * X) := by
      rw [contract]
      abel
    rw [e]
    exact h.le_one.add (defect_posSemidef h)
```

Because $X$ is symmetric, $X^2=X^TX$ is positive semidefinite. Its complement is $1-X^2=(1-X)+D$, a sum of two positive semidefinite matrices.

```lean
/-- The polynomial `2X - X²` keeps occupations between zero and one. -/
theorem expand_bounded {X : Matrix n n ℝ} (h : OccupationBounded X) :
    OccupationBounded (expand X) := by
  constructor
  · have e : expand X = X + (X - X * X) := by
      rw [expand, two_smul]
      abel
    rw [e]
    exact h.nonneg.add (defect_posSemidef h)
  · -- the complement of the new matrix is the square of the old complement
    have e : 1 - expand X = (1 - X) * (1 - X) := by
      rw [expand, two_smul]
      noncomm_ring
    have hX := Matrix.posSemidef_conjTranspose_mul_self (1 - X)
    rw [h.le_one.isHermitian.eq] at hX
    rwa [e]
```

Here the roles are exchanged: $2X-X^2=X+D$, while the complement is a square, $1-(2X-X^2)=(1-X)^2$.

```lean
/-- If the initial matrix has occupations between zero and one, so does the matrix after any
number of trace-correcting SP2 steps. -/
theorem sp2_iterate_bounded (N : ℝ) {X : Matrix n n ℝ} (h : OccupationBounded X) (k : ℕ) :
    OccupationBounded ((sp2Step N)^[k] X) := by
  induction k with
  | zero => exact h
  | succ k ih =>
    rw [Function.iterate_succ_apply', sp2Step]
    split_ifs
    · exact contract_bounded ih
    · exact expand_bounded ih
```

The notation `(sp2Step N)^[k] X` means $k$ successive steps starting from $X$, with the polynomial chosen afresh each time. The proof is by induction on $k$, and `split_ifs` separates the two choices. The trace inequalities therefore apply at every stage of the iteration.

```lean
/-- For a non-idempotent matrix with occupations between zero and one, the SP2 step strictly
lowers a trace above the target `N` and strictly raises a trace at or below it. -/
theorem sp2Step_corrects_trace (N : ℝ) {X : Matrix n n ℝ} (h : OccupationBounded X)
    (hX : X * X ≠ X) :
    (N < X.trace → (sp2Step N X).trace < X.trace) ∧
    (X.trace ≤ N → X.trace < (sp2Step N X).trace) := by
  obtain ⟨⟨hc, he⟩, hceq, heeq⟩ := trace_bounds h
  constructor
  · intro hN
    rw [sp2Step, if_pos hN]
    exact lt_of_le_of_ne hc (fun ht => hX (hceq.1 ht))
  · intro hN
    rw [sp2Step, if_neg (not_lt_of_ge hN)]
    exact lt_of_le_of_ne he (fun ht => hX (heeq.1 ht))
```

If $X$ is not idempotent, equality is excluded and the inequalities become strict. A trace above $N$ goes down; a trace at or below $N$ goes up. This is the electron-number control in SP2, for a finite real matrix in an orthonormal basis and without the rounding or truncation of small elements that a linear-scaling code introduces.

The theorem gives the direction of the change, not its size. Ten occupations of $1/2$ have trace 5; with $N=4$ the step gives $10\cdot\tfrac14=2.5$, which is further from the target. Convergence to a projector with trace $N$ is a separate question.

## Positivity alone does not settle the equality case

```lean
/-- The matrix `diag(6/5, 2/5)` is positive semidefinite and satisfies `tr X² = tr X`, but it is
not idempotent. -/
theorem upper_bound_needed :
    let X : Matrix (Fin 2) (Fin 2) ℝ := Matrix.diagonal ![6 / 5, 2 / 5]
    X.PosSemidef ∧ (contract X).trace = X.trace ∧ X * X ≠ X := by
  intro X
  refine ⟨?_, ?_, ?_⟩
  · refine Matrix.posSemidef_diagonal_iff.2 (fun i => ?_)
    fin_cases i <;> norm_num
  · simp only [X, contract, Matrix.diagonal_mul_diagonal, Matrix.trace_diagonal,
      Fin.sum_univ_two]
    norm_num
  · intro hX
    -- compare the first diagonal entries
    have h00 := congrFun (congrFun hX 0) 0
    simp only [X, Matrix.diagonal_mul_diagonal, Matrix.diagonal_apply_eq] at h00
    norm_num at h00

end

end SP2Purification
```

For $X=\operatorname{diag}(6/5,\,2/5)$,
$$\operatorname{tr}X^2=\tfrac{36}{25}+\tfrac{4}{25}=\tfrac85=\operatorname{tr}X,$$
yet $X^2\ne X$, since $36/25\ne6/5$. The over-filled orbital compensates for the partly filled one. So for matrices known only to be positive semidefinite, an unchanged trace under squaring does not imply idempotency. Lean checks the diagonal entries for positivity, computes both traces, and compares the first diagonal entries to rule out $X^2=X$.

```lean
#print axioms SP2Purification.sp2_iterate_bounded
#print axioms SP2Purification.sp2Step_corrects_trace
#print axioms SP2Purification.upper_bound_needed
```

```
'SP2Purification.sp2_iterate_bounded' depends on axioms: [propext, Classical.choice, Quot.sound]
'SP2Purification.sp2Step_corrects_trace' depends on axioms: [propext, Classical.choice, Quot.sound]
'SP2Purification.upper_bound_needed' depends on axioms: [propext, Classical.choice, Quot.sound]
```
